# The formal exponential series exp(−ta) is a left inverse of exp(ta)

The theorem `expSeries_neg_mul` says that a formal evolution exp(ta) followed by its reverse exp(−ta) gives the identity. Here `a` is any element of a ring, not necessarily commutative, that is an algebra over the rationals, and exp(ta) is the formal power series in t whose nth coefficient is aⁿ/n!. The equation holds coefficient by coefficient, so no convergence is involved, and `a` need not be Hermitian or anti-Hermitian. The proof uses the binomial theorem for the commuting elements −a and a to identify the nth coefficient of the product with (−a + a)ⁿ/n!, which is 1 for n = 0 and 0 otherwise.

In Lean, a first try:

```lean
import Mathlib

open PowerSeries

noncomputable section

namespace ExpSeriesNegMul

variable {R : Type*} [Ring R] [Algebra ℚ R]

/-- The exponential `exp(t a)` as a formal power series in the time step `t`. -/
def expSeries (a : R) : PowerSeries R :=
  PowerSeries.mk fun n => ((n.factorial : ℚ)⁻¹) • a ^ n

/-- Running the exponential backwards undoes it: `exp(-t a) exp(t a) = 1`. -/
theorem expSeries_neg_mul (a : R) : expSeries (-a) * expSeries a = 1 := by
  ext n
  have h := ((Commute.refl a).neg_left).add_pow' n
  rw [neg_add_cancel] at h
  -- the Cauchy product is the binomial expansion of `(-a + a)^n / n!`
  have key : coeff n (expSeries (-a) * expSeries a) =
      ((n.factorial : ℚ)⁻¹) • (0 : R) ^ n := by
    rw [h, coeff_mul, Finset.smul_sum]
    refine Finset.sum_congr rfl fun p hp => ?_
    have hp' := Finset.HasAntidiagonal.mem_antidiagonal.mp hp
    have hq : (n.choose p.1 : ℚ) * p.1.factorial * p.2.factorial = n.factorial := by
      rw [← hp']
      exact_mod_cast Nat.add_choose_mul_factorial_mul_factorial p.1 p.2
    have h1 : (p.1.factorial : ℚ) ≠ 0 := by positivity
    have h2 : (p.2.factorial : ℚ) ≠ 0 := by positivity
    have h3 : (n.factorial : ℚ) ≠ 0 := by positivity
    have hf : (p.1.factorial : ℚ)⁻¹ * (p.2.factorial : ℚ)⁻¹ =
        (n.factorial : ℚ)⁻¹ * (n.choose p.1 : ℚ) := by
      rw [eq_comm, inv_mul_eq_iff_eq_mul₀ h3, ← hq]
      field_simp
    simp only [expSeries, coeff_mk, smul_mul_smul_comm]
    rw [hf, mul_smul, Nat.cast_smul_eq_nsmul]
  rw [key, coeff_one]
  rcases eq_or_ne n 0 with rfl | hn
  · simp
  · simp [hn]

end ExpSeriesNegMul
```

The error:

```
Main.lean:28:6: error: mod_cast has type
  (p.1 + p.2).choose p.2 * p.1.factorial * p.2.factorial = (p.1 + p.2).factorial
but is expected to have type
  (p.1 + p.2).choose p.1 * p.1.factorial * p.2.factorial = (p.1 + p.2).factorial
```

After these edits no error is left:

```diff
@@ -25,5 +25,5 @@
     have hp' := Finset.HasAntidiagonal.mem_antidiagonal.mp hp
     have hq : (n.choose p.1 : ℚ) * p.1.factorial * p.2.factorial = n.factorial := by
-      rw [← hp']
+      rw [← hp', Nat.choose_symm_add]
       exact_mod_cast Nat.add_choose_mul_factorial_mul_factorial p.1 p.2
     have h1 : (p.1.factorial : ℚ) ≠ 0 := by positivity
```

Cause. The error is in `hq`, the identity that relates the binomial coefficient to factorials. After `rw [← hp']` has replaced `n` by `p.1 + p.2`, the goal contains `(p.1 + p.2).choose p.1`. The lemma `Nat.add_choose_mul_factorial_mul_factorial p.1 p.2` has `(p.1 + p.2).choose p.2` instead, and the rest of the two statements agrees. The two binomial coefficients are equal by symmetry, but `exact_mod_cast` only adjusts the casts between natural and rational numbers and does not supply that symmetry, so Lean reports a type mismatch.

The repair adds `Nat.choose_symm_add` to the rewrite. This turns `(p.1 + p.2).choose p.1` in the goal into `(p.1 + p.2).choose p.2`, after which the lemma fits up to casts and `exact_mod_cast` succeeds.
